# Cholesky factors with positive real diagonals are unique

Two programs are given the same overlap matrix $S$ of a non-orthogonal basis, for instance a set of complex atomic orbitals in a fixed order. Each of them factorises it as $S = LL^\dagger$ with $L$ lower triangular and uses $L$ to build orthonormal orbitals. I would like to compare their output entry by entry, but orbitals usually carry arbitrary phases, and I don't see at once that the two factors have to agree.

My understanding is that they do agree if both programs make the diagonal of $L$ real and positive: if $LL^\dagger = MM^\dagger$ for two such matrices, then $L = M$. The argument I half remember is that a triangular unitary matrix is diagonal. Can this be made rigorous, and checked by machine?

## Triangular and unitary means diagonal

Yes. Number the basis functions $\chi_0, \dots, \chi_{n-1}$ and write $S_{ij} = \langle \chi_i | \chi_j \rangle$. A matrix $L$ is lower triangular if $L_{ij} = 0$ whenever $i < j$.

First, the inverse of a lower triangular matrix is lower triangular. Let $LK = 1$. Then $\det L \neq 0$, and since $\det L$ is the product of the diagonal entries, every $L_{ii}$ is non-zero. Fix a column $j$ and take the rows $i < j$ in increasing order. The entry $(i,j)$ of $LK = 1$ reads

$$\sum_{k \le i} L_{ik} K_{kj} = 0 .$$

The terms with $k < i$ vanish because those $K_{kj}$ have already been shown to be zero. What remains is $L_{ii} K_{ij} = 0$, so $K_{ij} = 0$.

Now let $U$ be lower triangular with $UU^\dagger = 1$. Its inverse $U^\dagger$ is then lower triangular as well. For $j < i$ this gives $0 = (U^\dagger)_{ji} = \overline{U_{ij}}$, so the entries of $U$ below the diagonal vanish too. Hence $U$ is diagonal, and the diagonal entries of $UU^\dagger = 1$ say that $|U_{ii}|^2 = 1$.

## From a phase per column to no freedom at all

Let $L$ and $M$ be lower triangular with $LL^\dagger = MM^\dagger$, and let $L$ have no zero on its diagonal, so that it is invertible. Put $U = L^{-1}M$. A product of lower triangular matrices is lower triangular, because a non-zero term $A_{ik}B_{kj}$ requires $j \le k \le i$. Moreover,

$$UU^\dagger = L^{-1} M M^\dagger (L^{-1})^\dagger = L^{-1} L L^\dagger (L^{-1})^\dagger = (L^{-1}L)(L^{-1}L)^\dagger = 1 .$$

So $U$ is a diagonal matrix $D$ of phases $d_i$, and $M = LD$, or $M_{ij} = L_{ij} d_j$. Conversely, if $M = LD$ with $|d_i| = 1$, then $MM^\dagger = L D D^\dagger L^\dagger = LL^\dagger$. One phase per column is therefore exactly the freedom that $S$ leaves.

In terms of orbitals, the coefficient matrix $X = (L^\dagger)^{-1}$ satisfies $X^\dagger S X = 1$, and replacing $L$ by $LD$ replaces $X$ by $XD$. The phases $d_i$ are the usual arbitrary phases of the orthonormal orbitals.

Positive diagonals remove them. From $M_{ii} = L_{ii} d_i$ with $L_{ii}, M_{ii} > 0$ it follows that $d_i = M_{ii}/L_{ii}$ is real and positive. A positive number of modulus one is $1$, so $D = 1$ and $L = M$.

If $S$ is real, complex conjugation of $S = LL^\dagger$ gives $S = \bar L \bar L^\dagger$. The matrix $\bar L$ is lower triangular with the same positive diagonal, so uniqueness gives $\bar L = L$, and $L$ is real.

The smallest non-trivial case, $n = 1$, shows the mechanism on its own. There $S$ is a single number $s > 0$, the squared norm of $\chi_0$. The equation $|L_{00}|^2 = s$ is solved by every $L_{00} = \sqrt{s}\, e^{i\theta}$, and the positive diagonal selects $\sqrt{s}$.

## What the Lean theorems say

A basis of $n$ functions is represented only through its matrices, of type `Matrix (Fin n) (Fin n) ℂ`, with indices running from $0$ to $n-1$. The symbol `ᴴ` is the conjugate transpose, and `IsLower L` is the triangularity condition above.

The structure `IsCholeskyFactor S L` collects four conditions: `L` is lower triangular, the real part of each diagonal entry is positive, its imaginary part is zero, and `L * Lᴴ = S`. The two diagonal conditions are a phase convention. They fix the sign and phase of each orthonormal orbital, and they also exclude linearly dependent basis functions, for which a zero would appear on the diagonal.

The main theorem, `cholesky_unique`, says that two Cholesky factors of the same `S` are equal. Your formulation with $LL^\dagger = MM^\dagger$ is the case in which `S` is taken to be that common product. No separate assumption that `S` is Hermitian or positive definite is needed, since the existence of a factor implies both. The theorem doesn't claim that a given `S` has a factor.

The other statements are these:

- `triangular_unitary_diagonal` says that a lower triangular `U` with `U * Uᴴ = 1` equals the diagonal matrix of its own diagonal entries, each of norm one.
- `same_overlap_iff_phases` is the equivalence between equal products and $M = LD$. It requires a diagonal without zeros for `L` only.
- `cholesky_real` says that the factor of a matrix with real entries has real entries.
- `cholesky_witness` gives a complex example with two functions, so the definition is not empty in the complex case. Its second function has squared norm $5$. After normalisation the overlap is $S_{01} = -i/\sqrt5$, and the second row of the factor is $(i/\sqrt5,\ 2/\sqrt5)$.
- `not_unique_of_zero_diagonal` gives two different lower triangular matrices with diagonals $(0,1)$ and $(0,0)$ and the same product. Uniqueness therefore fails if the diagonal is only required to be non-negative. The common product is the overlap matrix of a set whose first function is zero.

For electronic-structure codes, this means that, in exact arithmetic, the overlap matrix of a finite, linearly independent basis in a fixed order has at most one lower triangular factor $L$ with $S = LL^\dagger$ and a positive real diagonal. Two implementations that both return this factor can therefore be compared entry by entry. Rounding errors are not modelled, and with a nearly dependent basis they can be large.

```lean
import Mathlib

open Matrix

namespace CholeskyUniqueness

variable {n : ℕ}

/-- A matrix is lower triangular when all entries above the diagonal vanish. -/
def IsLower (L : Matrix (Fin n) (Fin n) ℂ) : Prop :=
  ∀ i j, i < j → L i j = 0

/-- `L` is a Cholesky factor of `S`: it is lower triangular, its diagonal is real and
positive, and `L Lᴴ = S`. -/
structure IsCholeskyFactor (S L : Matrix (Fin n) (Fin n) ℂ) : Prop where
  lower : IsLower L
  diag_pos : ∀ i, 0 < (L i i).re
  diag_real : ∀ i, (L i i).im = 0
  factor : L * Lᴴ = S

/-- Lower triangularity expressed as block triangularity for the reversed order. -/
lemma IsLower.blockTriangular {L : Matrix (Fin n) (Fin n) ℂ} (hL : IsLower L) :
    L.BlockTriangular OrderDual.toDual :=
  fun i j h => hL i j (OrderDual.toDual_lt_toDual.mp h)

/-- The inverse of a lower triangular matrix is lower triangular. -/
theorem lower_of_mul_eq_one {L K : Matrix (Fin n) (Fin n) ℂ} (hL : IsLower L)
    (h : L * K = 1) : IsLower K := by
  have hd : L.det ≠ 0 := by
    intro h0
    have h1 := congrArg Matrix.det h
    rw [Matrix.det_mul, h0, zero_mul, Matrix.det_one] at h1
    exact zero_ne_one h1
  have := L.invertibleOfIsUnitDet (isUnit_iff_ne_zero.mpr hd)
  have hb := Matrix.blockTriangular_inv_of_blockTriangular hL.blockTriangular
  rw [Matrix.inv_eq_right_inv h] at hb
  exact fun i j hij => hb (OrderDual.toDual_lt_toDual.mpr hij)

/-- A lower triangular unitary matrix is diagonal, and its diagonal entries have
modulus one. -/
theorem triangular_unitary_diagonal {U : Matrix (Fin n) (Fin n) ℂ} (hU : IsLower U)
    (h : U * Uᴴ = 1) :
    U = Matrix.diagonal (fun i => U i i) ∧ ∀ i, ‖U i i‖ = 1 := by
  -- the inverse `Uᴴ` is lower triangular too, so `U` is also upper triangular
  have hH := lower_of_mul_eq_one hU h
  have hoff : ∀ i j, i ≠ j → U i j = 0 := by
    intro i j hij
    rcases lt_or_gt_of_ne hij with hlt | hgt
    · exact hU i j hlt
    · have h0 := hH j i hgt
      rw [Matrix.conjTranspose_apply] at h0
      exact star_eq_zero.mp h0
  refine ⟨?_, fun i => ?_⟩
  · ext i j
    by_cases hij : i = j
    · subst hij
      rw [Matrix.diagonal_apply_eq]
    · rw [Matrix.diagonal_apply_ne _ hij, hoff i j hij]
  · have e := congrFun (congrFun h i) i
    rw [Matrix.mul_apply, Matrix.one_apply_eq,
      Finset.sum_eq_single i (fun k _ hk => by rw [hoff i k hk.symm, zero_mul])
        (fun hi => absurd (Finset.mem_univ i) hi), Matrix.conjTranspose_apply] at e
    have e2 := congrArg norm e
    rw [norm_mul, norm_star, norm_one] at e2
    nlinarith [norm_nonneg (U i i)]

/-- Two lower triangular matrices, the first without zeros on its diagonal, give the same
overlap matrix exactly when they differ by a phase factor on each column. -/
theorem same_overlap_iff_phases {L M : Matrix (Fin n) (Fin n) ℂ} (hL : IsLower L)
    (hM : IsLower M) (hd : ∀ i, L i i ≠ 0) :
    L * Lᴴ = M * Mᴴ ↔
      ∃ d : Fin n → ℂ, (∀ i, ‖d i‖ = 1) ∧ M = L * Matrix.diagonal d := by
  constructor
  · intro h
    have hdet : IsUnit L.det := by
      rw [isUnit_iff_ne_zero, Matrix.det_of_isLowerTriangular L hL.blockTriangular]
      exact Finset.prod_ne_zero_iff.mpr fun i _ => hd i
    obtain ⟨K, hLK, hKL⟩ : ∃ K, L * K = 1 ∧ K * L = 1 :=
      ⟨L⁻¹, Matrix.mul_nonsing_inv L hdet, Matrix.nonsing_inv_mul L hdet⟩
    -- `K M` is lower triangular and unitary
    have hlow : IsLower (K * M) := fun i j hij =>
      ((lower_of_mul_eq_one hL hLK).blockTriangular.mul hM.blockTriangular)
        (OrderDual.toDual_lt_toDual.mpr hij)
    have huni : (K * M) * (K * M)ᴴ = 1 := by
      calc (K * M) * (K * M)ᴴ = K * (M * Mᴴ) * Kᴴ := by
            simp only [Matrix.conjTranspose_mul, Matrix.mul_assoc]
        _ = (K * L) * (K * L)ᴴ := by
            rw [← h]
            simp only [Matrix.conjTranspose_mul, Matrix.mul_assoc]
        _ = 1 := by rw [hKL, Matrix.conjTranspose_one, Matrix.mul_one]
    obtain ⟨hdiag, hnorm⟩ := triangular_unitary_diagonal hlow huni
    refine ⟨fun i => (K * M) i i, hnorm, ?_⟩
    rw [← hdiag, ← Matrix.mul_assoc, hLK, Matrix.one_mul]
  · rintro ⟨d, hn, rfl⟩
    -- the phases cancel in the product
    have hD : Matrix.diagonal d * (Matrix.diagonal d)ᴴ = 1 := by
      rw [Matrix.diagonal_conjTranspose, Matrix.diagonal_mul_diagonal,
        ← Matrix.diagonal_one]
      congr 1
      funext i
      have h1 : d i * star (d i) = ((Complex.normSq (d i) : ℝ) : ℂ) :=
        Complex.mul_conj (d i)
      rw [Pi.star_apply, h1, Complex.normSq_eq_norm_sq, hn i]
      norm_num
    rw [Matrix.conjTranspose_mul, Matrix.mul_assoc, ← Matrix.mul_assoc (Matrix.diagonal d),
      hD, Matrix.one_mul]

/-- The Cholesky factor is unique: two lower triangular matrices with positive real
diagonals and the same product `L Lᴴ = M Mᴴ = S` are equal. -/
theorem cholesky_unique {S L M : Matrix (Fin n) (Fin n) ℂ}
    (hL : IsCholeskyFactor S L) (hM : IsCholeskyFactor S M) : L = M := by
  have hne : ∀ i, L i i ≠ 0 := by
    intro i h0
    have hp := hL.diag_pos i
    rw [h0, Complex.zero_re] at hp
    exact lt_irrefl _ hp
  obtain ⟨d, hn, hMd⟩ := (same_overlap_iff_phases hL.lower hM.lower hne).mp
    (hL.factor.trans hM.factor.symm)
  -- a phase relating two positive numbers is one
  have hd : d = fun _ => 1 := by
    funext i
    have e : M i i = L i i * d i := by rw [hMd, Matrix.mul_diagonal]
    have ha := hL.diag_pos i
    have hb := hM.diag_pos i
    have hre := congrArg Complex.re e
    have him := congrArg Complex.im e
    rw [Complex.mul_re, hL.diag_real i] at hre
    rw [Complex.mul_im, hL.diag_real i, hM.diag_real i] at him
    have h0 : (d i).im = 0 :=
      (mul_eq_zero.mp (by linarith : (L i i).re * (d i).im = 0)).resolve_left ha.ne'
    have hsq : (d i).re * (d i).re + (d i).im * (d i).im = 1 := by
      rw [← Complex.normSq_apply, Complex.normSq_eq_norm_sq, hn i, one_pow]
    have hpos : 0 < (d i).re := by
      by_contra hc
      have hc' := not_lt.mp hc
      nlinarith [mul_nonneg ha.le (neg_nonneg.mpr hc')]
    rw [h0] at hsq
    have h1 : (d i).re = 1 := by nlinarith
    exact Complex.ext (by rw [h1, Complex.one_re]) (by rw [h0, Complex.one_im])
  rw [hMd, hd, Matrix.diagonal_one, Matrix.mul_one]

/-- The Cholesky factor of an overlap matrix with real entries has real entries. -/
theorem cholesky_real {S L : Matrix (Fin n) (Fin n) ℂ} (hL : IsCholeskyFactor S L)
    (hS : ∀ i j, (S i j).im = 0) (i j : Fin n) : (L i j).im = 0 := by
  -- the complex conjugate of `L` is a Cholesky factor of the same matrix
  have hc : IsCholeskyFactor S (L.map star) := by
    refine ⟨fun i j hij => ?_, fun i => ?_, fun i => ?_, ?_⟩
    · rw [Matrix.map_apply, hL.lower i j hij, star_zero]
    · simpa using hL.diag_pos i
    · simpa using hL.diag_real i
    · ext i j
      have hs : star (S i j) = S i j := Complex.conj_eq_iff_im.mpr (hS i j)
      rw [← hs, ← hL.factor]
      simp only [Matrix.mul_apply, Matrix.conjTranspose_apply, Matrix.map_apply,
        star_sum, star_mul']
  have h := congrFun (congrFun (cholesky_unique hL hc) i) j
  exact Complex.conj_eq_iff_im.mp h.symm

/-- An explicit complex overlap matrix of two functions together with its Cholesky
factor. -/
theorem cholesky_witness :
    IsCholeskyFactor !![1, -Complex.I; Complex.I, 5] !![1, 0; Complex.I, 2] := by
  refine ⟨?_, ?_, ?_, ?_⟩
  · simp [IsLower, Fin.forall_fin_two]
  · simp [Fin.forall_fin_two]
  · simp [Fin.forall_fin_two]
  · ext i j
    fin_cases i <;> fin_cases j <;>
      simp [Matrix.mul_apply, Fin.sum_univ_succ, Complex.ext_iff]
    norm_num

/-- Two different lower triangular matrices with non-negative diagonals can have the same
product with their adjoints. -/
theorem not_unique_of_zero_diagonal :
    let A : Matrix (Fin 2) (Fin 2) ℂ := !![0, 0; 0, 1]
    let B : Matrix (Fin 2) (Fin 2) ℂ := !![0, 0; 1, 0]
    IsLower A ∧ IsLower B ∧ A * Aᴴ = B * Bᴴ ∧ A ≠ B := by
  intro A B
  refine ⟨?_, ?_, ?_, ?_⟩
  · simp [A, IsLower, Fin.forall_fin_two]
  · simp [B, IsLower, Fin.forall_fin_two]
  · ext i j
    fin_cases i <;> fin_cases j <;>
      simp [A, B, Matrix.mul_apply, Fin.sum_univ_succ]
  · intro h
    have h1 := congrFun (congrFun h 1) 1
    simp [A, B] at h1

end CholeskyUniqueness
```

```lean
#print axioms CholeskyUniqueness.cholesky_unique
#print axioms CholeskyUniqueness.cholesky_real
#print axioms CholeskyUniqueness.not_unique_of_zero_diagonal
```

```
'CholeskyUniqueness.cholesky_unique' depends on axioms: [propext, Classical.choice, Quot.sound]
'CholeskyUniqueness.cholesky_real' depends on axioms: [propext, Classical.choice, Quot.sound]
'CholeskyUniqueness.not_unique_of_zero_diagonal' depends on axioms: [propext, Classical.choice, Quot.sound]
```

## How the proof follows the derivation

`IsLower.blockTriangular` translates triangularity into Mathlib's `BlockTriangular`. That notion describes upper triangular matrices for a given order of the indices, so the lower triangular ones are obtained with the order reversed, which is the role of `OrderDual.toDual`.

`lower_of_mul_eq_one` is the statement about inverses. Taking determinants of `L * K = 1` shows that `L.det` is non-zero. Mathlib's general lemma `blockTriangular_inv_of_blockTriangular` then takes the place of the row-by-row argument, and `inv_eq_right_inv` identifies the inverse with `K`.

`triangular_unitary_diagonal` applies this lemma with `K` equal to `Uᴴ`. The intermediate claim `hoff` says that all off-diagonal entries vanish. Above the diagonal this is the hypothesis on `U`, and below the diagonal it is the triangularity of `Uᴴ`. For the modulus, the proof takes the diagonal entry of `U * Uᴴ = 1`, and `Finset.sum_eq_single` reduces the sum to its one surviving term. Taking norms gives $|U_{ii}|^2 = 1$, and `nlinarith` concludes $|U_{ii}| = 1$ because a norm is non-negative.

In `same_overlap_iff_phases`, the forward direction first obtains `L.det` as the product of the diagonal entries, hence non-zero, and so a two-sided inverse `K`. The matrix $U = L^{-1}M$ of the derivation is `K * M`. The claim `hlow` says that it is lower triangular, and the `calc` block for `huni` is the displayed computation of $UU^\dagger$. The preceding theorem then supplies the phases, and multiplying by `L` from the left recovers $M = LD$. In the reverse direction, `hD` proves $DD^\dagger = 1$ entry by entry from $d_i \overline{d_i} = |d_i|^2 = 1$, and the remaining rewriting cancels this factor inside $MM^\dagger$.

`cholesky_unique` starts by noting that a positive real part rules out a zero on the diagonal, so the equivalence applies and yields the phases `d`. The derivation divides $M_{ii}$ by $L_{ii}$, whereas the Lean proof works with the real and imaginary parts of $M_{ii} = L_{ii} d_i$:

- The imaginary part reads $L_{ii} \operatorname{Im} d_i = 0$, so $\operatorname{Im} d_i = 0$.
- The real part reads $M_{ii} = L_{ii} \operatorname{Re} d_i$. If $\operatorname{Re} d_i$ were not positive, $M_{ii}$ would not be positive either, and this contradiction gives `hpos`.
- The modulus condition becomes $(\operatorname{Re} d_i)^2 = 1$, and positivity selects $\operatorname{Re} d_i = 1$.

With `d` constantly equal to one, the diagonal matrix is the identity and $M = L$.

`cholesky_real` builds the entrywise conjugate `L.map star` and checks the four conditions of `IsCholeskyFactor` for it. The last of them uses the reality of `S`. Uniqueness then equates each entry of `L` with its conjugate, so its imaginary part is zero. The two explicit examples are verified by computing the entries of the $2 \times 2$ matrices.
